# The determinant of an antisymmetric matrix with zero diagonal is a square in the field of its entries

Let \(K\) be a field and let \(A\) be a matrix over \(K\) whose rows and columns are labelled by a set \(m\) of modes. The entry \(A_{ij}\) is the coupling between modes \(i\) and \(j\). `IsMajoranaCoupling A` means that \(A^T=-A\) and that every \(A_{ii}\) is zero. `couplingField A`, written \(F\) below, is the smallest subfield of \(K\) containing all the entries.

When two modes 0 and 1 are singled out, the label type is `Fin 2 ⊕ m`: `.inl 0` and `.inl 1` are the pair, and `.inr i` is a remaining mode \(i\). With \(a=A_{01}\), `integrateOut A` is the matrix below; for \(a\neq0\) its entries are the effective couplings of the remaining modes once the pair is eliminated:

\[
A'_{ij}=A_{ij}+\frac{A_{i0}A_{1j}-A_{i1}A_{0j}}{a}.
\]

```lean
import Mathlib

open Matrix

namespace MajoranaDeterminantSquare

noncomputable section

universe u v

variable {K : Type v} [Field K] {m : Type u}

/-- A matrix of Majorana couplings: antisymmetric, with zero diagonal. -/
def IsMajoranaCoupling (A : Matrix m m K) : Prop :=
  Aᵀ = -A ∧ ∀ i, A i i = 0

/-- The field of the couplings: the smallest subfield containing all entries of `A`. -/
def couplingField (A : Matrix m m K) : Subfield K :=
  Subfield.closure (Set.range fun p : m × m => A p.1 p.2)

/-- If the first two modes have a non-zero mutual coupling, these are the effective couplings of the
remaining modes after those two are eliminated. -/
def integrateOut (A : Matrix (Fin 2 ⊕ m) (Fin 2 ⊕ m) K) : Matrix m m K :=
  Matrix.of fun i j => A (.inr i) (.inr j) +
    (A (.inr i) (.inl 0) * A (.inl 1) (.inr j)
      - A (.inr i) (.inl 1) * A (.inl 0) (.inr j)) / A (.inl 0) (.inl 1)
```

The main theorem, `det_eq_sq_in_couplingField`, says that for finitely many modes \(\det A=s^2\) with \(s\in F\). For a quadratic, hence non-interacting, Majorana action over \(\mathbb R\) or \(\mathbb C\), the Grassmann integral of \(\exp(\tfrac12\sum_{ij}\theta_iA_{ij}\theta_j)\) is such a root; this identification is standard physics and is not formalised here. Nor is a Pfaffian defined: for a general number of modes the root is shown to exist, with its sign left open.

## Antisymmetry: exchanging two modes reverses the sign

Grassmann variables anticommute, so only the antisymmetric part of a coupling matrix contributes to the action. By hand, antisymmetry is what lets the elimination of a pair be repeated. Reversing the indices in each factor gives

\[
A'_{ji}=-A_{ij}+\frac{A_{0j}A_{i1}-A_{1j}A_{i0}}{a}=-A'_{ij}.
\]

On the diagonal, \(A_{ii}=0\) leaves

\[
A'_{ii}=\frac{-A_{i0}A_{i1}+A_{i1}A_{i0}}{a}=0.
\]

In Lean, `skew` extracts \(A_{ij}=-A_{ji}\) from the matrix equation. The next lemma rewrites with it, and `ring` finishes both computations.

```lean
/-- Exchanging the two modes of a Majorana coupling reverses its sign. -/
theorem IsMajoranaCoupling.skew {A : Matrix m m K} (h : IsMajoranaCoupling A) (i j : m) :
    A i j = -A j i :=
  congrFun (congrFun h.1 j) i

/-- Eliminating two modes leaves a matrix of Majorana couplings. -/
theorem IsMajoranaCoupling.integrateOut {A : Matrix (Fin 2 ⊕ m) (Fin 2 ⊕ m) K}
    (h : IsMajoranaCoupling A) : IsMajoranaCoupling (integrateOut A) := by
  constructor
  · ext i j
    simp only [MajoranaDeterminantSquare.integrateOut, Matrix.transpose_apply,
      Matrix.neg_apply, Matrix.of_apply]
    rw [h.skew (.inr j) (.inr i), h.skew (.inr j) (.inl 0), h.skew (.inr j) (.inl 1),
      h.skew (.inr i) (.inl 0), h.skew (.inr i) (.inl 1)]
    ring
  · intro i
    simp only [MajoranaDeterminantSquare.integrateOut, Matrix.of_apply]
    rw [h.2 (.inr i), h.skew (.inr i) (.inl 0), h.skew (.inr i) (.inl 1)]
    ring
```

Without antisymmetry the conclusion can fail even for a zero diagonal: the real matrix \(\begin{pmatrix}0&1\\1&0\end{pmatrix}\) has determinant \(-1\), which is not a real square.

## A non-zero coupling: the pair that can be eliminated

The elimination step assumes \(a\neq0\), meaning that the two chosen modes are coupled to each other. Write \(A\) in blocks, with the pair first:

\[
A=\begin{pmatrix}P&R\\C&D\end{pmatrix},\qquad
P=\begin{pmatrix}0&a\\-a&0\end{pmatrix},\qquad
P^{-1}=\begin{pmatrix}0&-a^{-1}\\a^{-1}&0\end{pmatrix}.
\]

Block elimination gives

\[
A=\begin{pmatrix}1&0\\CP^{-1}&1\end{pmatrix}
\begin{pmatrix}P&R\\0&D-CP^{-1}R\end{pmatrix}.
\]

Multiplying out \(D-CP^{-1}R\) gives exactly \(A'\), and \(\det P=a^2\), so

\[
\det A=a^2\det A'.
\]

In the proof, `hP` identifies the upper-left block, using both antisymmetry and the zero diagonal. `hPQ` checks the inverse `Q`, which is where \(a\neq0\) enters, and `hS` identifies the Schur complement with `integrateOut A`. Mathlib's `Matrix.det_fromBlocks₁₁` supplies the block determinant.

```lean
/-- Eliminating two coupled modes splits off the square of their mutual coupling
from the determinant. -/
theorem det_eq_sq_mul_det_integrateOut [Fintype m] [DecidableEq m]
    {A : Matrix (Fin 2 ⊕ m) (Fin 2 ⊕ m) K} (h : IsMajoranaCoupling A)
    (ha : A (.inl 0) (.inl 1) ≠ 0) :
    A.det = A (.inl 0) (.inl 1) ^ 2 * (integrateOut A).det := by
  let a := A (.inl 0) (.inl 1)
  have ha' : a ≠ 0 := ha
  let P : Matrix (Fin 2) (Fin 2) K := !![0, a; -a, 0]
  let Q : Matrix (Fin 2) (Fin 2) K := !![0, -a⁻¹; a⁻¹, 0]
  have hP : A.toBlocks₁₁ = P := by
    ext i j
    fin_cases i <;> fin_cases j
    · exact h.2 _
    · rfl
    · exact h.skew _ _
    · exact h.2 _
  have hPQ : P * Q = 1 := by
    ext i j
    fin_cases i <;> fin_cases j <;> simp [P, Q, Matrix.mul_apply, Fin.sum_univ_two, ha']
  have hdet : P.det = a ^ 2 := by
    simp only [P, Matrix.det_fin_two_of]
    ring
  -- the Schur complement of the two-mode block is the effective coupling matrix
  have hS : A.toBlocks₂₂ - A.toBlocks₂₁ * Q * A.toBlocks₁₂ = integrateOut A := by
    ext i j
    simp only [Matrix.sub_apply, Matrix.mul_apply, Fin.sum_univ_two, integrateOut,
      Matrix.of_apply, Matrix.toBlocks₂₂, Matrix.toBlocks₂₁, Matrix.toBlocks₁₂]
    simp [Q, a]
    ring
  let _ : Invertible P := ⟨Q, mul_eq_one_comm.mp hPQ, hPQ⟩
  calc A.det = (fromBlocks P A.toBlocks₁₂ A.toBlocks₂₁ A.toBlocks₂₂).det := by
        rw [← hP, Matrix.fromBlocks_toBlocks]
    _ = P.det * (A.toBlocks₂₂ - A.toBlocks₂₁ * Q * A.toBlocks₁₂).det :=
        Matrix.det_fromBlocks₁₁ _ _ _ _
    _ = _ := by rw [hdet, hS]
```

If \(a=0\), this formula is unavailable: Lean's convention \(x/0=0\) still gives \(A'\) a value, but the factor \(a^2\) makes the right-hand side zero, while \(\det A\) may be non-zero. The full theorem therefore does not assume that any particular pair is coupled. It argues by induction on the number \(N\) of modes:

- If all couplings vanish, the determinant is \(1=1^2\) for \(N=0\) and \(0=0^2\) for \(N>0\).
- Otherwise some \(A_{ij}\neq0\), and \(i\neq j\) because the diagonal is zero. Relabelling rows and columns together puts this pair first without changing the determinant. The matrix \(A'\) has \(N-2\) modes, so \(\det A'=s'^2\) by induction, and \(\det A=(as')^2\).

The Lean proof follows the same two cases. The equivalence `e` performs the relabelling, `hB` transfers the hypotheses to the relabelled matrix, and `omega` confirms that the number of modes has decreased.

```lean
/-- For `N` Majorana modes the determinant of the coupling matrix is a square in the
ambient field. -/
theorem det_eq_sq_of_card (N : ℕ) : ∀ (m : Type u) [Fintype m] [DecidableEq m]
    (A : Matrix m m K), Fintype.card m = N → IsMajoranaCoupling A →
    ∃ s : K, A.det = s ^ 2 := by
  induction N using Nat.strong_induction_on with
  | _ N ih =>
    intro m _ _ A hN hA
    by_cases hz : ∃ i j, A i j ≠ 0
    · obtain ⟨i, j, hij⟩ := hz
      have hne : i ≠ j := fun e => hij (e ▸ hA.2 i)
      -- relabel the modes so that the coupled pair comes first
      let f : Fin 2 → m := ![i, j]
      have hf : Function.Injective f := by
        intro x y hxy
        fin_cases x <;> fin_cases y <;> simp_all [f]
      classical
      have : Fintype ↥(Set.range f)ᶜ := Fintype.ofFinite _
      let e : Fin 2 ⊕ ↥(Set.range f)ᶜ ≃ m :=
        (Equiv.sumCongr (Equiv.ofInjective f hf) (Equiv.refl _)).trans
          (Equiv.Set.sumCompl (Set.range f))
      have hcard := Fintype.card_congr e
      rw [Fintype.card_sum, Fintype.card_fin] at hcard
      have hB : IsMajoranaCoupling (A.submatrix e e) :=
        ⟨Matrix.ext fun x y => hA.skew (e y) (e x), fun x => hA.2 (e x)⟩
      have hB0 : A.submatrix e e (.inl 0) (.inl 1) ≠ 0 := hij
      obtain ⟨s, hs⟩ := ih _ (by omega) _ (integrateOut (A.submatrix e e)) rfl
        hB.integrateOut
      refine ⟨A.submatrix e e (.inl 0) (.inl 1) * s, ?_⟩
      rw [← Matrix.det_submatrix_equiv_self e A,
        det_eq_sq_mul_det_integrateOut hB hB0, hs, mul_pow]
    · push Not at hz
      rcases isEmpty_or_nonempty m with hm | ⟨⟨i⟩⟩
      · exact ⟨1, by simp⟩
      · exact ⟨0, by rw [Matrix.det_eq_zero_of_row_eq_zero i (hz i)]; simp⟩
```

## A field containing the couplings: where the root lives

The elimination divides by a coupling, so the argument needs a field, but no field larger than \(F\). Every entry of \(A\) lies in \(F\), so the whole induction can be carried out there, and the root it produces belongs to \(F\). For rational couplings, for example, the root is rational.

In Lean, `B` is the same matrix with entries regarded as elements of `couplingField A`. The induction theorem is applied to `B`, and `RingHom.map_det` carries the identity back to \(K\).

```lean
/-- Over any field, the determinant of a matrix of Majorana couplings is the square of
an element of the field generated by the couplings. -/
theorem det_eq_sq_in_couplingField [Fintype m] [DecidableEq m] {A : Matrix m m K}
    (h : IsMajoranaCoupling A) : ∃ s ∈ couplingField A, A.det = s ^ 2 := by
  -- regard the couplings as elements of the field they generate
  let B : Matrix m m (couplingField A) :=
    fun i j => ⟨A i j, Subfield.subset_closure ⟨(i, j), rfl⟩⟩
  have hB : IsMajoranaCoupling B :=
    ⟨Matrix.ext fun i j => Subtype.ext (h.skew j i), fun i => Subtype.ext (h.2 i)⟩
  obtain ⟨s, hs⟩ := det_eq_sq_of_card _ m B rfl hB
  refine ⟨s, s.2, ?_⟩
  have h2 := congrArg (couplingField A).subtype hs
  rw [RingHom.map_det, map_pow] at h2
  exact h2
```

For real couplings, \(\det A=s^2\ge0\).

```lean
/-- For real Majorana couplings the determinant is non-negative. -/
theorem det_nonneg_of_real [Fintype m] [DecidableEq m] {A : Matrix m m ℝ}
    (h : IsMajoranaCoupling A) : 0 ≤ A.det := by
  obtain ⟨s, -, hs⟩ := det_eq_sq_in_couplingField h
  rw [hs]
  exact sq_nonneg s
```

Suppose that in an auxiliary-field simulation the fermion action is quadratic for each field configuration, and that its matrix \(A\), as it stands in the Grassmann integral above, is real. Two identical Majorana copies then contribute the non-negative factor \(\det A\) to the weight. The factor from a single copy is a real root \(s\), whose sign may vary between configurations. Real couplings \(h_{ij}\) in a Hamiltonian \(\tfrac i4\sum_{ij}h_{ij}\gamma_i\gamma_j\) do not by themselves make \(A\) real, because of the factor \(i\).

For four modes the root is explicit. With \(a,b,c\) coupling mode 0 to modes 1, 2, 3, and \(d,e,f\) coupling the pairs 12, 13, 23,

\[
\det A=(af-be+cd)^2.
\]

The three terms are the three ways to pair the modes. Lean checks the hypotheses entry by entry, expands the determinant along its first row and compares the polynomials with `ring`.

```lean
/-- The coupling matrix of four Majorana modes with six arbitrary pair couplings. -/
def fourModes (a b c d e f : K) : Matrix (Fin 4) (Fin 4) K :=
  !![0, a, b, c; -a, 0, d, e; -b, -d, 0, f; -c, -e, -f, 0]

/-- Four modes form a Majorana coupling matrix, and its determinant is the square of the
signed sum over the three ways to pair the modes. -/
theorem fourModes_witness (a b c d e f : K) :
    IsMajoranaCoupling (fourModes a b c d e f) ∧
      (fourModes a b c d e f).det = (a * f - b * e + c * d) ^ 2 := by
  refine ⟨⟨?_, ?_⟩, ?_⟩
  · ext i j
    fin_cases i <;> fin_cases j <;> simp [fourModes]
  · intro i
    fin_cases i <;> simp [fourModes]
  · simp [fourModes, Matrix.det_succ_row_zero, Fin.sum_univ_succ, Fin.succAbove]
    ring
```

## Zero diagonal: no mode couples to itself

A diagonal term would multiply \(\theta_i^2=0\), so self-coupling is absent from the action. Over \(\mathbb R\) or \(\mathbb C\) this condition adds nothing to antisymmetry, since \(A_{ii}=-A_{ii}\) gives \(2A_{ii}=0\). In characteristic two, where \(2=0\), it is a separate assumption.

There the conclusion can fail without it. Over the rational functions with coefficients in the two-element field, the \(1\times1\) matrix \((X)\) satisfies \(A^T=-A\), because \(X=-X\). If its determinant \(X\) were \(s^2\), comparing degrees (numerator minus denominator) would give \(1=2\deg s\), which no integer degree satisfies. The Lean proof first derives \(2=0\) to obtain \(X=-X\), then uses `RatFunc.intDegree` for the degree comparison and leaves the parity contradiction to `omega`.

```lean
/-- A single mode coupled to itself with strength `X`, over the rational functions with
coefficients in the field of two elements. -/
def selfCoupled : Matrix (Fin 1) (Fin 1) (RatFunc (ZMod 2)) :=
  fun _ _ => RatFunc.X

/-- The matrix `selfCoupled` equals minus its transpose, but its determinant is not a square in the
field of rational functions over the field of two elements. -/
theorem zero_diagonal_needed :
    selfCoupledᵀ = -selfCoupled ∧ ¬ ∃ s, selfCoupled.det = s ^ 2 := by
  constructor
  · -- in characteristic two every element equals its negative
    have h2 : (2 : RatFunc (ZMod 2)) = 0 :=
      (map_ofNat (RatFunc.C (K := ZMod 2)) 2).symm.trans
        ((congrArg _ (show (OfNat.ofNat 2 : ZMod 2) = 0 from rfl)).trans (map_zero _))
    refine Matrix.ext fun i j => ?_
    change (RatFunc.X : RatFunc (ZMod 2)) = -RatFunc.X
    linear_combination (RatFunc.X : RatFunc (ZMod 2)) * h2
  · rintro ⟨s, hs⟩
    rw [Matrix.det_fin_one] at hs
    change (RatFunc.X : RatFunc (ZMod 2)) = s ^ 2 at hs
    have hs0 : s ≠ 0 := by
      intro h0
      exact RatFunc.X_ne_zero (hs.trans (by simp [h0]))
    -- a square has even degree, while `X` has degree one
    have hd := congrArg RatFunc.intDegree hs
    rw [pow_two, RatFunc.intDegree_mul hs0 hs0, RatFunc.intDegree_X] at hd
    omega

end

end MajoranaDeterminantSquare
```

```lean
#print axioms MajoranaDeterminantSquare.det_nonneg_of_real
-- 'MajoranaDeterminantSquare.det_nonneg_of_real' depends on axioms: [propext, Classical.choice, Quot.sound]
#print axioms MajoranaDeterminantSquare.zero_diagonal_needed
-- 'MajoranaDeterminantSquare.zero_diagonal_needed' depends on axioms: [propext, Classical.choice, Quot.sound]
```
